# A symmetric Trotter product of Hermitian matrices is Loewner-comparable with the exact exponential only when they are equal

A path-integral simulation replaces the Boltzmann operator $e^{-\beta(V+K)}$, with potential energy $V$, kinetic energy $K$ and inverse temperature $\beta$, by a product over $P$ beads. Can the error of this replacement have one sign in every state? Write $A=-\beta V$ and $B=-\beta K$, both Hermitian matrices in a finite basis, and

$$S_P=\left(e^{A/2P}\,e^{B/P}\,e^{A/2P}\right)^P,\qquad P\ge 1.$$

The Loewner order $Y\ge X$ means that $Y-X$ is positive semidefinite: $x^\dagger(Y-X)x\ge 0$ for every vector $x$. The result is that $S_P$ and $e^{A+B}$ are ordered, either way round, only if they coincide.

```lean
import Mathlib

open Matrix NormedSpace
open scoped ComplexOrder

namespace TrotterLoewner

variable {n : Type*} [Fintype n] [DecidableEq n]
```

The finite type `n` labels the basis states, and `Matrix n n ℂ` is the type of complex matrices on them.

```lean
/-- The symmetric Trotter product with `P ≥ 1` beads for the exponent `A + B`. -/
noncomputable def trotter (P : ℕ) (A B : Matrix n n ℂ) : Matrix n n ℂ :=
  (NormedSpace.exp ((1 / (2 * P) : ℝ) • A) * NormedSpace.exp ((1 / P : ℝ) • B) *
    NormedSpace.exp ((1 / (2 * P) : ℝ) • A)) ^ P
```

This is $S_P$, with `P` the number of beads. The symbol `•` multiplies a matrix by a real number, and `NormedSpace.exp` is the matrix exponential.

## Exponentials and their determinants

```lean
/-- A Hermitian matrix is a unitary rotation of the diagonal matrix of its eigenvalues. -/
theorem spectral_form {M : Matrix n n ℂ} (hM : M.IsHermitian) :
    ∃ U : Matrix n n ℂ, Uᴴ * U = 1 ∧
      M = U * diagonal (fun i => (hM.eigenvalues i : ℂ)) * Uᴴ := by
  refine ⟨(hM.eigenvectorUnitary : Matrix n n ℂ), ?_, ?_⟩
  · exact Matrix.mem_unitaryGroup_iff'.mp hM.eigenvectorUnitary.2
  · have h := hM.spectral_theorem
    rw [Unitary.conjStarAlgAut_apply] at h
    exact h
```

Lean writes the adjoint $U^\dagger$ as `Uᴴ`. The statement is $M=U\,\mathrm{diag}(\lambda_i)\,U^\dagger$ with $U^\dagger U=1$ and real eigenvalues $\lambda_i$, taken from Mathlib's spectral theorem.

```lean
/-- The exponential of a diagonalised matrix is found by exponentiating its diagonal. -/
theorem exp_diagonalised (V W : Matrix n n ℂ) (d : n → ℂ) (h : V * W = 1) :
    NormedSpace.exp (V * diagonal d * W) =
      V * diagonal (fun i => Complex.exp (d i)) * W := by
  have hW : V⁻¹ = W := Matrix.inv_eq_right_inv h
  have hu : IsUnit V := ⟨⟨V, W, h, mul_eq_one_comm.mp h⟩, rfl⟩
  have hd : NormedSpace.exp d = fun i => Complex.exp (d i) := by
    funext i
    rw [Complex.exp_eq_exp_ℂ]
    exact NormedSpace.map_exp (Pi.evalRingHom (fun _ : n => ℂ) i) (continuous_apply i) d
  rw [← hW, Matrix.exp_conj V _ hu, Matrix.exp_diagonal, hd]
```

Here `V` is a change of basis, not the potential. If $VW=1$, then also $WV=1$, so $(VDW)^k=VD^kW$ for diagonal $D$. Summing the exponential series gives $e^{VDW}=Ve^DW$. In Lean, `Matrix.exp_conj` does this step and `Matrix.exp_diagonal` exponentiates the diagonal.

```lean
/-- The exponential of a Hermitian matrix is positive semidefinite, and its determinant is
the exponential of the trace. -/
theorem exp_posSemidef_det {H : Matrix n n ℂ} (hH : H.IsHermitian) :
    (NormedSpace.exp H).PosSemidef ∧
      (NormedSpace.exp H).det = Complex.exp H.trace := by
  obtain ⟨U, hU, hs⟩ := spectral_form hH
  have he := (congrArg NormedSpace.exp hs).trans
    (exp_diagonalised U Uᴴ _ (mul_eq_one_comm.mp hU))
  have ht : H.trace = ∑ i, (hH.eigenvalues i : ℂ) := hH.trace_eq_sum_eigenvalues
  constructor
  · rw [he]
    refine (PosSemidef.diagonal (fun i => ?_)).mul_mul_conjTranspose_same U
    rw [← Complex.ofReal_exp]
    exact Complex.zero_le_real.mpr (Real.exp_pos _).le
  · rw [he, det_mul_comm, ← Matrix.mul_assoc, hU, Matrix.one_mul, det_diagonal, ht,
      Complex.exp_sum]
```

With $H=U\,\mathrm{diag}(\lambda_i)\,U^\dagger$,

$$x^\dagger e^Hx=\sum_i e^{\lambda_i}\,|(U^\dagger x)_i|^2\ge 0,\qquad \det e^H=\det(U^\dagger U)\prod_i e^{\lambda_i}=e^{\operatorname{tr}H}.$$

The two bullets of the proof are these two formulas. Since the determinant is nonzero, $e^H$ is in fact positive definite.

## Order together with equal determinants

```lean
/-- A positive semidefinite `M` with `det (1 + M) = 1` vanishes. -/
theorem eq_zero_of_det_one_add {M : Matrix n n ℂ} (hM : M.PosSemidef)
    (h : (1 + M).det = 1) : M = 0 := by
  obtain ⟨U, hU, hs⟩ := spectral_form hM.isHermitian
  have hμ : ∀ i, 0 ≤ hM.isHermitian.eigenvalues i := hM.eigenvalues_nonneg
  generalize hM.isHermitian.eigenvalues = μ at hs hμ
  have h1 : 1 + M = U * diagonal (fun i => ((1 + μ i : ℝ) : ℂ)) * Uᴴ := by
    have hd : diagonal (fun i => ((1 + μ i : ℝ) : ℂ)) =
        1 + diagonal (fun i => (μ i : ℂ)) := by
      ext i j
      by_cases hij : i = j
      · subst hij; simp
      · simp [hij]
    rw [hd, mul_add, add_mul, mul_one, mul_eq_one_comm.mp hU, ← hs]
  rw [h1, det_mul_comm, ← Matrix.mul_assoc, hU, Matrix.one_mul, det_diagonal] at h
  have hr : ∏ i, (1 + μ i) = 1 := by exact_mod_cast h
  -- the determinant of 1 + M is at least 1 + tr M
  have key : ∀ s : Finset n, 1 + ∑ i ∈ s, μ i ≤ ∏ i ∈ s, (1 + μ i) := by
    intro s
    induction s using Finset.induction_on with
    | empty => simp
    | insert a s ha ih =>
      rw [Finset.sum_insert ha, Finset.prod_insert ha]
      have hS : 0 ≤ ∑ i ∈ s, μ i := Finset.sum_nonneg (fun i _ => hμ i)
      nlinarith [mul_nonneg (hμ a) hS, mul_nonneg (hμ a) (sub_nonneg.mpr ih)]
  have hsum : ∑ i, μ i = 0 :=
    le_antisymm (by linarith [key Finset.univ]) (Finset.sum_nonneg (fun i _ => hμ i))
  have h0 : ∀ i, μ i = 0 := fun i =>
    (Finset.sum_eq_zero_iff_of_nonneg (fun i _ => hμ i)).mp hsum i (Finset.mem_univ i)
  rw [hs]
  simp [h0]
```

Let $\mu_i\ge 0$ be the eigenvalues of $M$. Then $\det(1+M)=\prod_i(1+\mu_i)=1$. The step `key` shows by induction that such a product is at least one plus the sum: if $\Sigma$ is the sum so far and $\mu_a$ is added, then

$$(1+\mu_a)\prod_i(1+\mu_i)\ge(1+\mu_a)(1+\Sigma)\ge 1+\mu_a+\Sigma.$$

Hence $1+\sum_i\mu_i\le 1$. A sum of nonnegative terms that is at most zero has only zero terms, so $M=0$.

```lean
/-- If `Y ≥ X` in the Loewner order, with `X` positive semidefinite and invertible, and the
determinants agree, then `Y = X`. -/
theorem eq_of_loewner_of_det {X Y : Matrix n n ℂ} (hX : X.PosSemidef) (hX0 : X.det ≠ 0)
    (hYX : (Y - X).PosSemidef) (hdet : Y.det = X.det) : Y = X := by
  -- a congruence R that turns X into the identity
  obtain ⟨R, hR⟩ : ∃ R : Matrix n n ℂ, Rᴴ * X * R = 1 := by
    obtain ⟨U, hU, hs⟩ := spectral_form hX.isHermitian
    have hd : ∀ i, 0 ≤ hX.isHermitian.eigenvalues i := hX.eigenvalues_nonneg
    generalize hX.isHermitian.eigenvalues = d at hs hd
    rw [hs, det_mul_comm, ← Matrix.mul_assoc, hU, Matrix.one_mul, det_diagonal,
      Finset.prod_ne_zero_iff] at hX0
    have hpos : ∀ i, 0 < d i := fun i => lt_of_le_of_ne (hd i) (fun h =>
      hX0 i (Finset.mem_univ i) (by rw [← h, Complex.ofReal_zero]))
    have aux : ∀ s x : ℝ, s ≠ 0 → s * s = x → s⁻¹ * x * s⁻¹ = 1 := by
      rintro s x h rfl
      field_simp
    have hr : ∀ i, (√(d i))⁻¹ * d i * (√(d i))⁻¹ = 1 := fun i =>
      aux _ _ (Real.sqrt_pos.mpr (hpos i)).ne' (Real.mul_self_sqrt (hd i))
    obtain ⟨g, hg⟩ : ∃ g : n → ℝ, ∀ i, g i * d i * g i = 1 :=
      ⟨fun i => (√(d i))⁻¹, hr⟩
    have hG : (diagonal (fun i => (g i : ℂ)))ᴴ = diagonal (fun i => (g i : ℂ)) := by
      rw [diagonal_conjTranspose]
      congr 1
      funext i
      exact Complex.conj_ofReal _
    have hGD : diagonal (fun i => (g i : ℂ)) * diagonal (fun i => (d i : ℂ)) *
        diagonal (fun i => (g i : ℂ)) = 1 := by
      rw [diagonal_mul_diagonal, diagonal_mul_diagonal, ← diagonal_one]
      congr 1
      funext i
      exact_mod_cast hg i
    refine ⟨U * diagonal (fun i => (g i : ℂ)), ?_⟩
    rw [conjTranspose_mul, hG, hs]
    calc _ = diagonal (fun i => (g i : ℂ)) * (Uᴴ * U) * diagonal (fun i => (d i : ℂ)) *
          (Uᴴ * U) * diagonal (fun i => (g i : ℂ)) := by simp only [Matrix.mul_assoc]
      _ = 1 := by rw [hU, Matrix.mul_one, Matrix.mul_one, hGD]
  have h1 : 1 + Rᴴ * (Y - X) * R = Rᴴ * Y * R := by
    rw [mul_sub, sub_mul, hR]
    abel
  have h0 := eq_zero_of_det_one_add (hYX.conjTranspose_mul_mul_same R) (by
    rw [h1, det_mul, det_mul, hdet, ← det_mul, ← det_mul, hR, det_one])
  have hl : X * R * Rᴴ = 1 := mul_eq_one_comm.mp (by rw [← Matrix.mul_assoc, hR])
  have hr : R * (Rᴴ * X) = 1 := mul_eq_one_comm.mp hR
  -- undo the congruence
  apply sub_eq_zero.mp
  calc Y - X = (X * R * Rᴴ) * (Y - X) * (R * (Rᴴ * X)) := by
        rw [hl, hr, Matrix.one_mul, Matrix.mul_one]
    _ = X * R * (Rᴴ * (Y - X) * R) * (Rᴴ * X) := by simp only [Matrix.mul_assoc]
    _ = 0 := by rw [h0, Matrix.mul_zero, Matrix.zero_mul]
```

Write $X=U\,\mathrm{diag}(d_i)\,U^\dagger$. Each $d_i$ is nonnegative and their product is nonzero, so each is positive. Set $R=U\,\mathrm{diag}(d_i^{-1/2})$, which gives $R^\dagger XR=1$. Then

$$1+R^\dagger(Y-X)R=R^\dagger YR,\qquad \det(R^\dagger YR)=\det(R^\dagger XR)=1,$$

because $\det Y=\det X$. The matrix $R^\dagger(Y-X)R$ is positive semidefinite, so the previous theorem makes it zero. The final `calc` recovers $Y-X$ from it, using $XRR^\dagger=1=RR^\dagger X$:

$$Y-X=XR\,\big[R^\dagger(Y-X)R\big]\,R^\dagger X=0.$$

## The Trotter product against the exact operator

```lean
/-- For Hermitian `A`, `B` and at least one bead, the Trotter product is positive
semidefinite and has determinant `exp (tr (A + B))`. -/
theorem trotter_posSemidef_det {A B : Matrix n n ℂ} (hA : A.IsHermitian)
    (hB : B.IsHermitian) {P : ℕ} (hP : P ≠ 0) :
    (trotter P A B).PosSemidef ∧ (trotter P A B).det = Complex.exp (A + B).trace := by
  have hs : ∀ (c : ℝ) (M : Matrix n n ℂ), M.IsHermitian → (c • M).IsHermitian := by
    intro c M h
    show (c • M)ᴴ = c • M
    rw [conjTranspose_smul, h.eq, star_trivial]
  have hE := exp_posSemidef_det (hs (1 / (2 * P)) A hA)
  have hK := exp_posSemidef_det (hs (1 / P) B hB)
  constructor
  · have h := hK.1.mul_mul_conjTranspose_same (NormedSpace.exp ((1 / (2 * P) : ℝ) • A))
    rw [hE.1.isHermitian.eq] at h
    exact h.pow P
  · have h1 : (P : ℂ) * (P : ℂ)⁻¹ = 1 := mul_inv_cancel₀ (Nat.cast_ne_zero.mpr hP)
    rw [trotter, det_pow, det_mul, det_mul, hE.2, hK.2, ← Complex.exp_add,
      ← Complex.exp_add, ← Complex.exp_nat_mul]
    congr 1
    rw [trace_smul, trace_smul, trace_add, Complex.real_smul, Complex.real_smul]
    push_cast
    linear_combination (A.trace + B.trace) * h1
```

Put $E=e^{A/2P}$ and $F=e^{B/P}$. Since $E$ is Hermitian, $x^\dagger EFEx=(Ex)^\dagger F(Ex)\ge 0$, and powers of a positive semidefinite matrix stay positive semidefinite. The determinant is

$$\det S_P=\exp\!\Big[P\Big(\tfrac{\operatorname{tr}A}{2P}+\tfrac{\operatorname{tr}B}{P}+\tfrac{\operatorname{tr}A}{2P}\Big)\Big]=e^{\operatorname{tr}(A+B)}.$$

The closing `linear_combination` cancels $P$ against $1/P$.

```lean
/-- For Hermitian `A`, `B` and at least one bead, the Trotter product and `exp (A + B)` are
comparable in the Loewner order, in either direction, exactly when they are equal. -/
theorem trotter_comparable_iff {A B : Matrix n n ℂ} (hA : A.IsHermitian)
    (hB : B.IsHermitian) {P : ℕ} (hP : P ≠ 0) :
    ((trotter P A B - NormedSpace.exp (A + B)).PosSemidef ∨
      (NormedSpace.exp (A + B) - trotter P A B).PosSemidef) ↔
      trotter P A B = NormedSpace.exp (A + B) := by
  have hT := trotter_posSemidef_det hA hB hP
  have hE := exp_posSemidef_det (hA.add hB)
  constructor
  · rintro (h | h)
    · exact eq_of_loewner_of_det hE.1 (by rw [hE.2]; exact Complex.exp_ne_zero _) h
        (hT.2.trans hE.2.symm)
    · exact (eq_of_loewner_of_det hT.1 (by rw [hT.2]; exact Complex.exp_ne_zero _) h
        (hE.2.trans hT.2.symm)).symm
  · intro h
    left
    rw [h, sub_self]
    exact PosSemidef.zero
```

The `∨` means "or", and `↔` means "exactly when". Both matrices are positive semidefinite with the same nonzero determinant $e^{\operatorname{tr}(A+B)}$, so an order in either direction forces equality by `eq_of_loewner_of_det`. Conversely, equal matrices differ by zero, which is positive semidefinite.

The argument needs a finite trace of $A+B$. Passing to a complete basis, where the kinetic energy is unbounded, is a step that these hypotheses do not cover.

```lean
/-- For Hermitian `A` and `B`, if `exp(A/2) exp(B) exp(A/2) - exp(A+B)` is positive
semidefinite, then it is zero. -/
theorem single_step_no_order {A B : Matrix n n ℂ} (hA : A.IsHermitian)
    (hB : B.IsHermitian)
    (h : (NormedSpace.exp ((1 / 2 : ℝ) • A) * NormedSpace.exp B *
      NormedSpace.exp ((1 / 2 : ℝ) • A) - NormedSpace.exp (A + B)).PosSemidef) :
    NormedSpace.exp ((1 / 2 : ℝ) • A) * NormedSpace.exp B *
      NormedSpace.exp ((1 / 2 : ℝ) • A) - NormedSpace.exp (A + B) = 0 := by
  have h1 : trotter 1 A B = NormedSpace.exp ((1 / 2 : ℝ) • A) * NormedSpace.exp B *
      NormedSpace.exp ((1 / 2 : ℝ) • A) := by simp [trotter]
  rw [← h1] at h ⊢
  exact sub_eq_zero.mpr ((trotter_comparable_iff hA hB one_ne_zero).mp (Or.inl h))
```

This is the case $P=1$. The Golden–Thompson inequality, quoted here as background, states that $\operatorname{tr}e^{A+B}\le\operatorname{tr}(e^{A/2}e^Be^{A/2})$. The theorem shows that the corresponding operator inequality holds only where it is an equality.

```lean
/-- For Hermitian `A`, `B` and at least one bead, a Trotter product that differs from
`exp (A + B)` has too small an expectation in some vector and too large a one in another. -/
theorem trotter_error_indefinite {A B : Matrix n n ℂ} (hA : A.IsHermitian)
    (hB : B.IsHermitian) {P : ℕ} (hP : P ≠ 0)
    (hne : trotter P A B ≠ NormedSpace.exp (A + B)) :
    ∃ x y : n → ℂ,
      (star x ⬝ᵥ trotter P A B *ᵥ x).re < (star x ⬝ᵥ NormedSpace.exp (A + B) *ᵥ x).re ∧
      (star y ⬝ᵥ NormedSpace.exp (A + B) *ᵥ y).re < (star y ⬝ᵥ trotter P A B *ᵥ y).re := by
  -- a Hermitian difference that is not positive has a vector that shows it
  have key : ∀ X Y : Matrix n n ℂ, X.IsHermitian → Y.IsHermitian → ¬ (Y - X).PosSemidef →
      ∃ x : n → ℂ, (star x ⬝ᵥ Y *ᵥ x).re < (star x ⬝ᵥ X *ᵥ x).re := by
    intro X Y hX hY hn
    by_contra hc
    push Not at hc
    have hD : (Y - X).IsHermitian := hY.sub hX
    refine hn (PosSemidef.of_dotProduct_mulVec_nonneg hD (fun x => ?_))
    have hz : star (star x ⬝ᵥ (Y - X) *ᵥ x) = star x ⬝ᵥ (Y - X) *ᵥ x := by
      conv_rhs => rw [Matrix.star_dotProduct, Matrix.star_mulVec, hD.eq,
        ← Matrix.dotProduct_mulVec]
    refine Complex.nonneg_iff.mpr ⟨?_, (Complex.conj_eq_iff_im.mp hz).symm⟩
    rw [Matrix.sub_mulVec, dotProduct_sub, Complex.sub_re]
    exact sub_nonneg.mpr (hc x)
  have hT := (trotter_posSemidef_det hA hB hP).1.isHermitian
  have hE := (exp_posSemidef_det (hA.add hB)).1.isHermitian
  have hno := mt (trotter_comparable_iff hA hB hP).mp hne
  obtain ⟨x, hx⟩ := key _ _ hE hT (fun h => hno (Or.inl h))
  obtain ⟨y, hy⟩ := key _ _ hT hE (fun h => hno (Or.inr h))
  exact ⟨x, y, hx, hy⟩
```

The expression `star x ⬝ᵥ M *ᵥ x` is $x^\dagger Mx$. If $S_P\ne e^{A+B}$, neither difference is positive semidefinite. Each difference is Hermitian, so its quadratic form is real and must be negative for some vector; `key` proves this by contradiction. The strict inequalities make $x$ and $y$ nonzero, and dividing by $x^\dagger x$ and $y^\dagger y$ gives expectations in normalised states.

In a finite basis, a Trotter product that is not exact therefore gives too small an expectation of the Boltzmann operator in one state and too large a one in another. The theorem does not say which states these are.

## A two-level system where the operators differ

```lean
/-- The two-level bias matrix `6t σz`. -/
def bias (t : ℝ) : Matrix (Fin 2) (Fin 2) ℂ := !![6 * (t : ℂ), 0; 0, -(6 * (t : ℂ))]

/-- The two-level coupling matrix `8t σx`. -/
def coupling (t : ℝ) : Matrix (Fin 2) (Fin 2) ℂ := !![0, 8 * (t : ℂ); 8 * (t : ℂ), 0]
```

These are $A=6t\,\sigma_z$ and $B=8t\,\sigma_x$, with Pauli matrices $\sigma_z,\sigma_x$. The names refer to dimensionless exponents, which already contain the factor $-\beta$.

```lean
/-- At `t = log 2` the bias and coupling matrices are Hermitian, and their symmetric
single-step product differs from the exponential of their sum. -/
theorem two_level_witness :
    (bias (Real.log 2)).IsHermitian ∧ (coupling (Real.log 2)).IsHermitian ∧
    NormedSpace.exp ((1 / 2 : ℝ) • bias (Real.log 2)) *
      NormedSpace.exp (coupling (Real.log 2)) *
      NormedSpace.exp ((1 / 2 : ℝ) • bias (Real.log 2)) ≠
      NormedSpace.exp (bias (Real.log 2) + coupling (Real.log 2)) := by
  have h2 : Real.exp (Real.log 2) = 2 := Real.exp_log two_pos
  generalize Real.log 2 = t at h2 ⊢
  have hexp : ∀ k : ℕ, Complex.exp (k * (t : ℂ)) = 2 ^ k := by
    intro k
    rw [Complex.exp_nat_mul, ← Complex.ofReal_exp, h2, Complex.ofReal_ofNat]
  have e3 : Complex.exp (3 * (t : ℂ)) = 2 ^ 3 := by simpa using hexp 3
  have e8 : Complex.exp (8 * (t : ℂ)) = 2 ^ 8 := by simpa using hexp 8
  have e10 : Complex.exp (10 * (t : ℂ)) = 2 ^ 10 := by simpa using hexp 10
  refine ⟨?_, ?_, fun heq => ?_⟩
  · ext i j
    fin_cases i <;> fin_cases j <;> simp [bias]
  · ext i j
    fin_cases i <;> fin_cases j <;> simp [coupling]
  -- diagonalise the three exponents
  have hA : (1 / 2 : ℝ) • bias t =
      1 * diagonal ![3 * (t : ℂ), -(3 * (t : ℂ))] * 1 := by
    ext i j
    fin_cases i <;> fin_cases j <;> simp [bias] <;> ring
  have hB : coupling t = !![1, 1; 1, -1] * diagonal ![8 * (t : ℂ), -(8 * (t : ℂ))] *
      !![1 / 2, 1 / 2; 1 / 2, -1 / 2] := by
    ext i j
    simp only [Matrix.mul_apply, Fin.sum_univ_two, diagonal_apply]
    fin_cases i <;> fin_cases j <;> simp [coupling] <;> ring
  have hAB : bias t + coupling t =
      !![2, 1; 1, -2] * diagonal ![10 * (t : ℂ), -(10 * (t : ℂ))] *
      !![2 / 5, 1 / 5; 1 / 5, -2 / 5] := by
    ext i j
    simp only [Matrix.mul_apply, Fin.sum_univ_two, diagonal_apply]
    fin_cases i <;> fin_cases j <;> simp [bias, coupling] <;> ring
  have v1 : (!![1, 1; 1, -1] : Matrix (Fin 2) (Fin 2) ℂ) *
      !![1 / 2, 1 / 2; 1 / 2, -1 / 2] = 1 := by
    ext i j
    fin_cases i <;> fin_cases j <;> norm_num [Matrix.mul_apply, Fin.sum_univ_two]
  have v2 : (!![2, 1; 1, -2] : Matrix (Fin 2) (Fin 2) ℂ) *
      !![2 / 5, 1 / 5; 1 / 5, -2 / 5] = 1 := by
    ext i j
    fin_cases i <;> fin_cases j <;> norm_num [Matrix.mul_apply, Fin.sum_univ_two]
  rw [hAB, hA, hB, exp_diagonalised _ _ _ (one_mul 1), exp_diagonalised _ _ _ v1,
    exp_diagonalised _ _ _ v2, Matrix.one_mul, Matrix.mul_one] at heq
  -- the off-diagonal entries disagree
  have h01 := congrFun (congrFun heq 0) 1
  simp only [Matrix.mul_apply, Fin.sum_univ_two, diagonal_apply] at h01
  norm_num [Complex.exp_neg, e3, e8, e10] at h01

end TrotterLoewner
```

At $t=\log 2$, $e^{A/2}=\mathrm{diag}(8,\tfrac18)$, and $A+B$ has eigenvalues $\pm10t$. The upper-right entries are

$$\big(e^{A/2}e^Be^{A/2}\big)_{01}=8\cdot\sinh(8t)\cdot\tfrac18=\tfrac{65535}{512},\qquad \big(e^{A+B}\big)_{01}=\tfrac{8}{10}\sinh(10t)=\tfrac{209715}{512}.$$

Lean diagonalises the three exponents explicitly (`hA`, `hB`, `hAB`), applies `exp_diagonalised`, and compares this entry, with indices counted from zero.

```lean
#print axioms TrotterLoewner.trotter_comparable_iff
#print axioms TrotterLoewner.single_step_no_order
#print axioms TrotterLoewner.trotter_error_indefinite
```

```
'TrotterLoewner.trotter_comparable_iff' depends on axioms: [propext, Classical.choice, Quot.sound]
'TrotterLoewner.single_step_no_order' depends on axioms: [propext, Classical.choice, Quot.sound]
'TrotterLoewner.trotter_error_indefinite' depends on axioms: [propext, Classical.choice, Quot.sound]
```
